# In the averaged well-tempered equation on finitely many bins, bias differences tend to a fixed negative multiple of free-energy differences

## Can a bad starting bias freeze in?

At the end of a well-tempered metadynamics run I take the accumulated bias \(V_s\) on a grid, multiply it by \(-(1+\beta D)/(\beta D)\), and read off free-energy differences. Here \(\beta=1/k_BT\), and \(D=k_B\Delta T\) is the tempering energy. But deposition slows down as the bias grows. If I restart from a poor bias, might the rate die away before the error has been repaired?

## The initial error is diluted by continued filling

Not in the limit of long times, provided that the bins are sampled from the instantaneous biased equilibrium. For finitely many bins with free energies \(F_s\), and \(\beta,w,D>0\), the averaged equation is

\[
\dot V_s=w\,e^{-V_s/D}p_s,\qquad p_s=\frac{e^{-\beta(F_s+V_s)}}{Z},\qquad Z=\sum_r e^{-\beta(F_r+V_r)},
\]

where \(w\) is the untempered deposition rate, an energy per time. Define a filling level \(u_s=e^{(\beta+1/D)V_s+\beta F_s}\). By the chain rule,

\[
\dot u_s=(\beta+1/D)\,u_s\,w\,e^{-V_s/D}\,\frac{e^{-\beta(F_s+V_s)}}{Z}=\frac{(\beta+1/D)\,w}{Z(t)},
\]

because the exponentials cancel. The rate is the same in every bin, so \(u_s-u_r\) keeps its initial value.

The levels also grow without bound. Since \(\dot V_s\ge 0\), we have \(Z(t)\le Z(0)\), and hence

\[
u_s(t)\ge u_s(0)+\frac{(\beta+1/D)\,w}{Z(0)}\,t .
\]

Therefore

\[
\frac{u_s(t)}{u_r(t)}=1+\frac{u_s(0)-u_r(0)}{u_r(t)}\longrightarrow 1 .
\]

Taking logarithms gives \((\beta+1/D)(V_s-V_r)+\beta(F_s-F_r)\to0\), that is,

\[
V_s-V_r\longrightarrow-\frac{\beta D}{1+\beta D}(F_s-F_r).
\]

Differences of \(F+V\) thus tend to \((F_s-F_r)/(1+\beta D)\), and \(p_s\) tends to the Boltzmann law of \(F\) at inverse temperature \(\beta/(1+\beta D)\).

The repair can still be slow. Since \(p_r\le1\), we have \(\dot V_r\le w\,e^{-V_r/D}\), so a bin that starts without bias needs at least the time \((D/w)(e^{h/D}-1)\) to reach the bias \(h\). If another bin starts too high by many times \(D\), a run of ordinary length may end before the others have caught up.

**Two bins in numbers.** Measure energies in \(k_BT\), so \(\beta=1\), and take \(D=4\), \(F_1=0\), \(F_2=5\), with no initial bias. The limit of \(V_2-V_1\) is \(-\tfrac45\cdot5=-4\). The conserved difference is \(u_2-u_1=e^5-1\approx147.4\). When \(u_1\) has reached \(10^4\), the ratio \(u_2/u_1\) is about \(1.0147\), so \(V_2-V_1\approx-4+0.0146/1.25\approx-3.988\).

In the calculation, you multiply this difference by \(-5/4\) and get \(4.985\) for a true value of \(5\). On a full grid you rescale every \(V_s\) in this way and subtract the minimum, since only differences settle while the bias itself keeps rising.

## The equation and its limits in Lean

The finite type `ι` labels the bins, and `V t s` is the bias at time `t` in bin `s`. `IsWellTempered` states the equation of motion for `t ≥ 0`, with a one-sided derivative at time zero; the initial bias is arbitrary. `bias_difference_tendsto` is the limit for any two bins. `biasedLaw_tendsto` is the limit of the probabilities, where the `0` in `biasedLaw (β / (1 + β * D)) F 0 s` means zero bias. The letter `D` is an energy, not a diffusion constant.

Both theorems take a solution `V` as given; its existence is assumed. A simulation differs from the equation in several ways. It deposits Gaussians of finite width at discrete times, where the equation fills single bins continuously. It also follows a trajectory, whose visits the equation replaces by the instantaneous law \(p_s\). This replacement assumes relaxation that is fast compared with deposition, and a slow hidden coordinate can spoil it.

```lean
import Mathlib

open Filter Topology

noncomputable section

namespace WellTemperedMetadynamics

variable {ι : Type*} [Fintype ι]

/-- The partition sum of the bins with free energies `F` under the bias `V`. -/
def partitionSum (β : ℝ) (F V : ι → ℝ) : ℝ := ∑ r, Real.exp (-β * (F r + V r))

/-- The normalized Boltzmann probability of bin `s` under the bias `V`. -/
def biasedLaw (β : ℝ) (F V : ι → ℝ) (s : ι) : ℝ :=
  Real.exp (-β * (F s + V s)) / partitionSum β F V

/-- The well-tempered equation of motion for times `t ≥ 0`, with `D ≠ 0`: the bias in bin `s`
changes at the rate `w exp(-V_s/D) p_s`. -/
def IsWellTempered (β w D : ℝ) (F : ι → ℝ) (V : ℝ → ι → ℝ) : Prop :=
  ∀ t, 0 ≤ t → ∀ s, HasDerivWithinAt (fun τ => V τ s)
    (w * Real.exp (-V t s / D) * biasedLaw β F (V t) s) (Set.Ici 0) t

/-- The filling level `exp((β + 1/D) V_s + β F_s)` of bin `s`, for `D ≠ 0`. -/
def level (β D : ℝ) (F V : ι → ℝ) (s : ι) : ℝ :=
  Real.exp ((β + 1 / D) * V s + β * F s)

/-- The partition sum over a nonempty set of bins is positive. -/
lemma partitionSum_pos (β : ℝ) (F V : ι → ℝ) (s : ι) : 0 < partitionSum β F V :=
  Finset.sum_pos (fun _ _ => Real.exp_pos _) ⟨s, Finset.mem_univ s⟩

/-- The biased probability of a bin depends only on differences of free energy and bias. -/
lemma biasedLaw_eq_inv (β : ℝ) (F V : ι → ℝ) (s : ι) :
    biasedLaw β F V s = (∑ r, Real.exp (-β * ((F r - F s) + (V r - V s))))⁻¹ := by
  rw [biasedLaw, partitionSum, ← inv_div, Finset.sum_div]
  congr 1
  refine Finset.sum_congr rfl fun r _ => ?_
  rw [← Real.exp_sub]
  congr 1
  ring

/-- A quantity whose rate of change is nonnegative for `t ≥ 0` never falls below its
initial value. -/
lemma le_of_rate_nonneg {f f' : ℝ → ℝ}
    (hf : ∀ t, 0 ≤ t → HasDerivWithinAt f (f' t) (Set.Ici 0) t)
    (h0 : ∀ t, 0 ≤ t → 0 ≤ f' t) {t : ℝ} (ht : 0 ≤ t) : f 0 ≤ f t := by
  have hm : MonotoneOn f (Set.Ici 0) := by
    apply monotoneOn_of_deriv_nonneg (convex_Ici 0)
      (fun x hx => (hf x hx).continuousWithinAt)
    · intro x hx
      exact (hf x (interior_subset hx)).differentiableWithinAt.mono interior_subset
    · intro x hx
      have hx' : 0 < x := by simpa using hx
      rw [((hf x hx'.le).hasDerivAt (Ici_mem_nhds hx')).deriv]
      exact h0 x hx'.le
  exact hm (Set.mem_Ici.2 le_rfl) ht ht

variable {β w D : ℝ} {F : ι → ℝ} {V : ℝ → ι → ℝ}

/-- Along a solution of the well-tempered equation, the filling levels of all bins change at one
common rate, `(β + 1/D) w / Z(t)`. -/
theorem level_rate (hV : IsWellTempered β w D F V) {t : ℝ} (ht : 0 ≤ t) (s : ι) :
    HasDerivWithinAt (fun τ => level β D F (V τ) s)
      ((β + 1 / D) * w / partitionSum β F (V t)) (Set.Ici 0) t := by
  have h := (((hV t ht s).const_mul (β + 1 / D)).add_const (β * F s)).exp
  -- the tempering factor and the Boltzmann factor cancel the exponential
  have e : Real.exp ((β + 1 / D) * V t s + β * F s) * Real.exp (-V t s / D)
      * Real.exp (-β * (F s + V t s)) = 1 := by
    rw [← Real.exp_add, ← Real.exp_add, Real.exp_eq_one_iff]
    ring
  have key : Real.exp ((β + 1 / D) * V t s + β * F s) *
      ((β + 1 / D) * (w * Real.exp (-V t s / D) * biasedLaw β F (V t) s))
      = (β + 1 / D) * w / partitionSum β F (V t) := by
    unfold biasedLaw
    linear_combination ((β + 1 / D) * w / partitionSum β F (V t)) * e
  exact h.congr_deriv key

/-- Along a solution of the well-tempered equation, the difference of the filling levels of two bins
is conserved for `t ≥ 0`. -/
theorem level_sub_conserved (hV : IsWellTempered β w D F V) {t : ℝ} (ht : 0 ≤ t) (s r : ι) :
    level β D F (V t) s - level β D F (V t) r
      = level β D F (V 0) s - level β D F (V 0) r := by
  have key : ∀ a b : ι, level β D F (V 0) a - level β D F (V 0) b
      ≤ level β D F (V t) a - level β D F (V t) b := fun a b =>
    le_of_rate_nonneg (f := fun τ => level β D F (V τ) a - level β D F (V τ) b)
      (f' := fun _ => 0)
      (fun τ hτ => ((level_rate hV hτ a).sub (level_rate hV hτ b)).congr_deriv (sub_self _))
      (fun _ _ => le_rfl) ht
  linarith [key s r, key r s]

/-- Along a solution of the well-tempered equation with positive `β`, `w` and `D`, every filling
level grows at least linearly in time. -/
theorem level_growth (hβ : 0 < β) (hw : 0 < w) (hD : 0 < D)
    (hV : IsWellTempered β w D F V) {t : ℝ} (ht : 0 ≤ t) (s : ι) :
    level β D F (V 0) s + (β + 1 / D) * w / partitionSum β F (V 0) * t
      ≤ level β D F (V t) s := by
  -- the bias never decreases, so the partition sum never increases
  have hZ : ∀ τ, 0 ≤ τ → partitionSum β F (V τ) ≤ partitionSum β F (V 0) := by
    intro τ hτ
    refine Finset.sum_le_sum fun r _ => Real.exp_le_exp.2 ?_
    have hm : V 0 r ≤ V τ r := le_of_rate_nonneg (f := fun x => V x r)
      (f' := fun x => w * Real.exp (-V x r / D) * biasedLaw β F (V x) r)
      (fun x hx => hV x hx r)
      (fun x _ => mul_nonneg (mul_nonneg hw.le (Real.exp_pos _).le)
        (div_nonneg (Real.exp_pos _).le (partitionSum_pos β F (V x) r).le)) hτ
    nlinarith [mul_le_mul_of_nonneg_left hm hβ.le]
  have ha : 0 ≤ (β + 1 / D) * w := by positivity
  have h : level β D F (V 0) s - (β + 1 / D) * w / partitionSum β F (V 0) * 0
      ≤ level β D F (V t) s - (β + 1 / D) * w / partitionSum β F (V 0) * t :=
    le_of_rate_nonneg
      (f := fun τ => level β D F (V τ) s - (β + 1 / D) * w / partitionSum β F (V 0) * τ)
      (f' := fun τ => (β + 1 / D) * w / partitionSum β F (V τ)
        - (β + 1 / D) * w / partitionSum β F (V 0) * 1)
      (fun τ hτ => (level_rate hV hτ s).sub
        ((hasDerivWithinAt_id τ (Set.Ici 0)).const_mul _))
      (fun τ hτ => by
        rw [mul_one, sub_nonneg]
        exact div_le_div_of_nonneg_left ha (partitionSum_pos β F (V τ) s) (hZ τ hτ)) ht
  linarith

/-- Well-tempered metadynamics with positive `β`, `w` and `D`: from any initial bias, the bias
difference of two bins tends to `-(βD/(1+βD))` times their free-energy difference. -/
theorem bias_difference_tendsto (hβ : 0 < β) (hw : 0 < w) (hD : 0 < D)
    (hV : IsWellTempered β w D F V) (s r : ι) :
    Tendsto (fun t => V t s - V t r) atTop
      (𝓝 (-(β * D / (1 + β * D)) * (F s - F r))) := by
  have hZ := partitionSum_pos β F (V 0) s
  have ha : 0 < β + 1 / D := by positivity
  have hn : 0 < 1 + β * D := by positivity
  have hk : 0 < (β + 1 / D) * w / partitionSum β F (V 0) := by positivity
  have ha' : β + 1 / D = (1 + β * D) / D := by
    rw [eq_div_iff hD.ne', add_mul, one_div, inv_mul_cancel₀ hD.ne', add_comm]
  have hγ : (β + 1 / D) * (β * D / (1 + β * D)) = β := by
    rw [ha', div_mul_div_comm, div_eq_iff (mul_pos hD hn).ne']
    ring
  have hu : Tendsto (fun t => level β D F (V t) r) atTop atTop := by
    refine tendsto_atTop_mono' atTop ?_ (tendsto_id.const_mul_atTop hk)
    filter_upwards [eventually_ge_atTop 0] with t ht
    have h1 := level_growth hβ hw hD hV ht r
    have h2 : 0 < level β D F (V 0) r := Real.exp_pos _
    change (β + 1 / D) * w / partitionSum β F (V 0) * t ≤ level β D F (V t) r
    linarith
  -- two levels that grow without bound at a fixed difference have a ratio that tends to one
  have h0 : Tendsto (fun t => (level β D F (V 0) s - level β D F (V 0) r)
      / level β D F (V t) r) atTop (𝓝 0) := tendsto_const_nhds.div_atTop hu
  have h1 := (h0.const_add 1).log (by norm_num)
  rw [add_zero, Real.log_one] at h1
  have h2 := (h1.div_const (β + 1 / D)).sub_const (β * D / (1 + β * D) * (F s - F r))
  rw [show -(β * D / (1 + β * D)) * (F s - F r)
    = 0 / (β + 1 / D) - β * D / (1 + β * D) * (F s - F r) by ring]
  refine h2.congr' ?_
  filter_upwards [eventually_ge_atTop 0] with t ht
  have hr : level β D F (V t) r ≠ 0 := (Real.exp_pos _).ne'
  have e : 1 + (level β D F (V 0) s - level β D F (V 0) r) / level β D F (V t) r
      = Real.exp ((β + 1 / D)
        * (V t s - V t r + β * D / (1 + β * D) * (F s - F r))) := by
    rw [← level_sub_conserved hV ht s r, sub_div, div_self hr, add_sub_cancel]
    unfold level
    rw [← Real.exp_sub]
    congr 1
    linear_combination (-(F s - F r)) * hγ
  rw [e, Real.log_exp, mul_div_cancel_left₀ _ ha.ne']
  ring

/-- Along a solution of the well-tempered equation with positive `β`, `w` and `D`, the biased law
tends to the unbiased Boltzmann law at the inverse temperature `β/(1+βD)`. -/
theorem biasedLaw_tendsto (hβ : 0 < β) (hw : 0 < w) (hD : 0 < D)
    (hV : IsWellTempered β w D F V) (s : ι) :
    Tendsto (fun t => biasedLaw β F (V t) s) atTop
      (𝓝 (biasedLaw (β / (1 + β * D)) F 0 s)) := by
  simp_rw [biasedLaw_eq_inv]
  refine Tendsto.inv₀ (tendsto_finsetSum _ fun r _ => ?_)
    (Finset.sum_pos (fun _ _ => Real.exp_pos _) ⟨s, Finset.mem_univ s⟩).ne'
  have h := ((bias_difference_tendsto hβ hw hD hV r s).const_add (F r - F s)).const_mul (-β)
  have hn : 1 + β * D ≠ 0 := by positivity
  have g : β * D / (1 + β * D) = 1 - 1 / (1 + β * D) := by
    rw [eq_sub_iff_add_eq, ← add_div, add_comm (β * D) 1, div_self hn]
  have e : -(β / (1 + β * D)) * ((F r - F s) + ((0 : ι → ℝ) r - (0 : ι → ℝ) s))
      = -β * ((F r - F s) + -(β * D / (1 + β * D)) * (F r - F s)) := by
    rw [g]
    simp only [Pi.zero_apply]
    ring
  rw [e]
  exact (Real.continuous_exp.tendsto _).comp h

end WellTemperedMetadynamics
```

```lean
#print axioms WellTemperedMetadynamics.bias_difference_tendsto
#print axioms WellTemperedMetadynamics.biasedLaw_tendsto
```

```
'WellTemperedMetadynamics.bias_difference_tendsto' depends on axioms: [propext, Classical.choice, Quot.sound]
'WellTemperedMetadynamics.biasedLaw_tendsto' depends on axioms: [propext, Classical.choice, Quot.sound]
```

## From the common rate to the two limits

`level_rate` is the chain-rule computation: its step `e` says that the three exponentials multiply to one. `le_of_rate_nonneg` says that a quantity with nonnegative rate never falls below its initial value. `level_sub_conserved` applies it with rate zero to the difference in both orders, which gives equality. `level_growth` applies it first to the bias, to bound \(Z\), and then to the level minus its linear lower bound.

In `bias_difference_tendsto`, `hu` sends the level to infinity, `h0` sends the fixed difference divided by it to zero, and `h1` takes the logarithm. The identity `hγ` supplies the factor \(\beta D/(1+\beta D)\). Finally, `biasedLaw_eq_inv` writes \(p_s\) through differences of \(F\) and \(V\) alone, so `biasedLaw_tendsto` follows from the first limit by continuity of the exponential, the finite sum and the inverse.
